# exp(−t D_ij) is positive semidefinite for all t > 0 exactly when the real symmetric matrix D is conditionally negative

Let D be a real symmetric matrix indexed by finitely many points. The matrix with entries exp(−t D_ij) is positive semidefinite for every t > 0 if and only if

cᵀDc ≤ 0 for every real vector c with Σ_i c_i = 0.

The diagonal of D need not vanish.

The question arises when a dissimilarity D_ij between molecular configurations is turned into a covariance exp(−t D_ij) for regression of energies. For a finite set of configurations, the criterion decides whether this covariance matrix is admissible at every inverse scale t. Squared Euclidean distances D_ij = |R_i − R_j|², where the real vector R_i describes configuration i, satisfy it, since expanding the square gives cᵀDc = −2|Σ_i c_i R_i|² when Σ_i c_i = 0. For another dissimilarity, the sign condition has to be established separately.

## From the sign condition to the kernel and back

**Products.** Let A and B be positive semidefinite. Write A as a sum of terms aaᵀ and B as a sum of terms bbᵀ. Then A⊗B is a sum of terms (a⊗b)(a⊗b)ᵀ, so it is positive semidefinite. Its entries at the index pairs (i,i), (j,j) are A_ij B_ij, and a principal submatrix inherits positivity. This is the Schur product theorem.

**Exponentials.** Let K be positive semidefinite. The all-ones matrix has quadratic form (Σ_i x_i)² ≥ 0, so the matrix 1 + K_ij/m is positive semidefinite for each m ≥ 1. By the product step, so is its entrywise m-th power. As m → ∞,

(1 + K_ij/m)^m → exp(K_ij),

and a limit of nonnegative quadratic forms is nonnegative.

**A reference point.** Suppose D satisfies the sign condition. With no points there is nothing to prove; otherwise choose a point o and set

B_ij = D_io + D_oj − D_ij − D_oo.

For any x, let s = Σ_k x_k, and obtain c from x by subtracting s from the component at o. Then Σ_i c_i = 0, and

cᵀDc = xᵀDx − s Σ_i x_i D_io − s Σ_j D_oj x_j + s² D_oo = −xᵀBx.

Hence xᵀBx ≥ 0. For t > 0 the matrix exp(t B_ij) is therefore positive semidefinite. With w_i = exp(−t(D_io − D_oo/2)) and D_oj = D_jo,

exp(−t D_ij) = w_i exp(t B_ij) w_j.

The quadratic form of the kernel at x is that of exp(t B_ij) at the vector with components w_i x_i, so it is nonnegative.

**The converse.** Let Σ_i c_i = 0 and f(t) = Σ_ij c_i exp(−t D_ij) c_j. Then f(0) = (Σ_i c_i)² = 0. If the kernel is positive semidefinite for all t > 0, then f(t)/t ≥ 0, and letting t → 0 gives

f′(0) = −cᵀDc ≥ 0.

## The kernel and the sign condition in Lean

The finite type `n` labels the points.

```lean
import Mathlib

open Matrix Filter Topology
open scoped Kronecker

namespace DistanceKernels

variable {n : Type*} [Fintype n]
```

Despite its name, `distanceKernel` accepts any real matrix: no triangle inequality or nonnegativity is required.

```lean
/-- The kernel matrix with entries `exp (-t D_ij)` built from a matrix `D` of dissimilarities. -/
noncomputable def distanceKernel (t : ℝ) (D : Matrix n n ℝ) : Matrix n n ℝ :=
  Matrix.of fun i j => Real.exp (-t * D i j)
```

The sign condition is stated without symmetry, which enters the theorems as the separate hypothesis `D.IsSymm`. Here `⬝ᵥ` is the dot product and `*ᵥ` applies a matrix to a vector.

```lean
/-- `D` is conditionally negative: `cᵀ D c ≤ 0` for every real vector `c` summing to zero. -/
def IsConditionallyNegative (D : Matrix n n ℝ) : Prop :=
  ∀ c : n → ℝ, ∑ i, c i = 0 → c ⬝ᵥ D *ᵥ c ≤ 0
```

Mathlib's `PosSemidef` includes symmetry for real matrices. It allows zero eigenvalues, so the kernel may be singular: for two or more points, D = 0 gives the all-ones matrix, which is singular. The next lemma translates `PosSemidef` into symmetry and a double sum, the form used in the derivation.

```lean
/-- A real matrix is positive semidefinite exactly when it is symmetric and its quadratic form,
written as a double sum, is nonnegative. -/
theorem posSemidef_iff_quad (A : Matrix n n ℝ) :
    A.PosSemidef ↔ A.IsSymm ∧ ∀ x : n → ℝ, 0 ≤ ∑ i, ∑ j, x i * A i j * x j := by
  have quad : ∀ x : n → ℝ, x ⬝ᵥ A *ᵥ x = ∑ i, ∑ j, x i * A i j * x j := fun x => by
    simp only [dotProduct, Matrix.mulVec, Finset.mul_sum, mul_assoc]
  rw [Matrix.posSemidef_iff_dotProduct_mulVec]
  simp only [star_trivial, quad, Matrix.IsHermitian, Matrix.IsSymm,
    Matrix.conjTranspose_eq_transpose_of_trivial]
```

## Schur products and entrywise exponentials

Mathlib supplies positivity of the Kronecker product, and `submatrix` selects the index pairs (i,i).

```lean
/-- Schur product theorem: the entrywise product of two real positive semidefinite matrices is
positive semidefinite. -/
theorem schur_product {A B : Matrix n n ℝ} (hA : A.PosSemidef) (hB : B.PosSemidef) :
    (Matrix.of fun i j => A i j * B i j).PosSemidef := by
  classical
  -- the entrywise product is a principal submatrix of the Kronecker product
  exact (hA.kronecker hB).submatrix (fun i => (i, i))
```

In the exponential lemma, `ones` states that the all-ones matrix is positive semidefinite, `powers` is an induction using the Schur product, and `lim` is convergence of the quadratic forms. `ge_of_tendsto'` passes the inequality to the limit.

```lean
/-- The entrywise exponential of a real positive semidefinite matrix is positive semidefinite. -/
theorem posSemidef_entrywise_exp {K : Matrix n n ℝ} (hK : K.PosSemidef) :
    (Matrix.of fun i j => Real.exp (K i j)).PosSemidef := by
  have ones : (Matrix.of fun _ _ : n => (1 : ℝ)).PosSemidef := by
    rw [posSemidef_iff_quad]
    refine ⟨rfl, fun x => ?_⟩
    have h : ∑ i, ∑ j, x i * (Matrix.of fun _ _ : n => (1 : ℝ)) i j * x j
        = (∑ i, x i) ^ 2 := by
      simp only [Matrix.of_apply, mul_one, sq, Finset.sum_mul_sum]
    rw [h]
    positivity
  -- entrywise powers stay positive by the Schur product theorem
  have powers : ∀ A : Matrix n n ℝ, A.PosSemidef → ∀ m : ℕ,
      (Matrix.of fun i j => A i j ^ m).PosSemidef := by
    intro A hA m
    induction m with
    | zero => simpa only [pow_zero] using ones
    | succ m ih => simpa only [pow_succ, Matrix.of_apply] using schur_product ih hA
  have hs := ((posSemidef_iff_quad K).1 hK).1
  rw [posSemidef_iff_quad]
  refine ⟨Matrix.IsSymm.ext fun i j => congrArg Real.exp (hs.apply i j), fun x => ?_⟩
  -- the exponential is the limit of `(1 + K_ij / m) ^ m`
  have lim : Tendsto (fun m : ℕ => ∑ i, ∑ j, x i * (1 + K i j / m) ^ m * x j) atTop
      (𝓝 (∑ i, ∑ j, x i * Real.exp (K i j) * x j)) :=
    tendsto_finsetSum _ fun i _ => tendsto_finsetSum _ fun j _ =>
      ((Real.tendsto_one_add_div_pow_exp (K i j)).const_mul (x i)).mul_const (x j)
  refine ge_of_tendsto' lim fun m => ?_
  have hm : (Matrix.of fun i j => 1 + K i j / (m : ℝ)).PosSemidef := by
    have h := ones.add (hK.smul (show (0 : ℝ) ≤ (m : ℝ)⁻¹ by positivity))
    convert h using 1
    ext i j
    simp [div_eq_inv_mul]
  exact ((posSemidef_iff_quad _).1 (powers _ hm m)).2 x
```

## Subtracting a reference point

The vector `c` is specified by how it pairs with an arbitrary function `f`. Applying that rule to both indices of cᵀDc produces the four terms of the expansion above.

```lean
/-- For a symmetric conditionally negative `D` and any reference point `o`, the matrix
`D_io + D_oj - D_ij - D_oo` is positive semidefinite. -/
theorem posSemidef_referenced {D : Matrix n n ℝ} (hD : D.IsSymm)
    (h : IsConditionallyNegative D) (o : n) :
    (Matrix.of fun i j => D i o + D o j - D i j - D o o).PosSemidef := by
  classical
  rw [posSemidef_iff_quad]
  refine ⟨Matrix.IsSymm.ext fun i j => ?_, fun x => ?_⟩
  · simp only [Matrix.of_apply]
    linarith [hD.apply i j, hD.apply o j, hD.apply i o]
  -- put the compensating weight `-∑ x` on the reference point
  obtain ⟨c, hc⟩ : ∃ c : n → ℝ, ∀ f : n → ℝ,
      ∑ j, f j * c j = ∑ j, f j * x j - (∑ k, x k) * f o := by
    refine ⟨fun j => x j - if j = o then ∑ k, x k else 0, fun f => ?_⟩
    simp only [mul_sub, Finset.sum_sub_distrib, mul_ite, mul_zero, Finset.sum_ite_eq',
      Finset.mem_univ, if_true]
    ring
  have hsum : ∑ j, c j = 0 := by simpa using hc (fun _ => 1)
  have hneg := h c hsum
  rw [dotProduct_comm] at hneg
  simp only [dotProduct, Matrix.mulVec] at hneg
  rw [hc (fun i => ∑ j, D i j * c j)] at hneg
  simp only [hc] at hneg
  have inner_sum : ∀ i, ∑ j, x i * (D i o + D o j - D i j - D o o) * x j
      = x i * (∑ j, D o j * x j - (∑ k, x k) * D o o)
        - (∑ j, D i j * x j - (∑ k, x k) * D i o) * x i := by
    intro i
    have e : ∀ j, x i * (D i o + D o j - D i j - D o o) * x j
        = x i * D i o * x j + x i * (D o j * x j) - x i * (D i j * x j)
          - x i * D o o * x j := fun j => by ring
    simp only [e, Finset.sum_add_distrib, Finset.sum_sub_distrib, ← Finset.mul_sum]
    ring
  simp only [Matrix.of_apply, inner_sum]
  rw [Finset.sum_sub_distrib, ← Finset.sum_mul]
  linarith
```

The identity `e` in the next proof is the factorisation w_i exp(t B_ij) w_j. The theorem also includes t = 0.

```lean
/-- If `D` is symmetric and conditionally negative, the kernel `exp (-t D_ij)` is positive
semidefinite for every `t ≥ 0`. -/
theorem posSemidef_distanceKernel {D : Matrix n n ℝ} (hD : D.IsSymm)
    (h : IsConditionallyNegative D) {t : ℝ} (ht : 0 ≤ t) :
    (distanceKernel t D).PosSemidef := by
  rw [posSemidef_iff_quad]
  refine ⟨Matrix.IsSymm.ext fun i j =>
    congrArg (fun d => Real.exp (-t * d)) (hD.apply i j), fun x => ?_⟩
  rcases isEmpty_or_nonempty n with hn | ⟨⟨o⟩⟩
  · simp
  have hE := posSemidef_entrywise_exp ((posSemidef_referenced hD h o).smul ht)
  -- absorb the reference terms into a positive rescaling of the vector
  have hq := ((posSemidef_iff_quad _).1 hE).2
    (fun i => x i * Real.exp (-t * (D i o - D o o / 2)))
  refine hq.trans_eq (Finset.sum_congr rfl fun i _ => Finset.sum_congr rfl fun j _ => ?_)
  simp only [distanceKernel, Matrix.of_apply, Matrix.smul_apply, smul_eq_mul]
  have e : Real.exp (-t * D i j) = Real.exp (-t * (D i o - D o o / 2))
      * Real.exp (t * (D i o + D o j - D i j - D o o))
      * Real.exp (-t * (D j o - D o o / 2)) := by
    rw [← Real.exp_add, ← Real.exp_add, hD.apply o j]
    congr 1
    ring
  rw [e]
  ring
```

## The slope at t = 0

The converse is proved under a weaker hypothesis, written `∃ᶠ t in 𝓝[>] (0 : ℝ)`. The filter `𝓝[>] 0` describes approach to zero from the right, and `∃ᶠ` reads "frequently": for every ε > 0, some t with 0 < t < ε has the property. A sequence of positive values tending to zero is thus enough.

This suits the derivative argument. `hder.tendsto_slope_zero_right` says that f(t)/t converges to f′(0), and `ge_of_tendsto_of_frequently` needs the quotient to be nonnegative only frequently to conclude that its limit is nonnegative. Symmetry of D is not assumed here.

```lean
/-- If the kernel `exp (-t D_ij)` is positive semidefinite for arbitrarily small `t > 0`, then
`D` is conditionally negative. -/
theorem conditionallyNegative_of_frequently {D : Matrix n n ℝ}
    (h : ∃ᶠ t in 𝓝[>] (0 : ℝ), (distanceKernel t D).PosSemidef) :
    IsConditionallyNegative D := by
  intro c hc
  -- the quadratic form of the kernel has slope `-cᵀ D c` at `t = 0`
  have hder : HasDerivAt (fun t : ℝ => ∑ i, ∑ j, c i * Real.exp (-t * D i j) * c j)
      (∑ i, ∑ j, c i * (-D i j) * c j) 0 := by
    refine HasDerivAt.fun_sum fun i _ => HasDerivAt.fun_sum fun j _ => ?_
    have h1 : HasDerivAt (fun t : ℝ => -t * D i j) (-D i j) 0 :=
      ((hasDerivAt_id' (0 : ℝ)).fun_neg.mul_const (D i j)).congr_deriv (by ring)
    exact ((h1.exp.const_mul (c i)).mul_const (c j)).congr_deriv (by simp)
  have h0 : ∑ i, ∑ j, c i * Real.exp (-0 * D i j) * c j = 0 := by
    simp [← Finset.mul_sum, hc]
  have hpos : 0 ≤ ∑ i, ∑ j, c i * (-D i j) * c j := by
    refine ge_of_tendsto_of_frequently hder.tendsto_slope_zero_right ?_
    refine (h.and_eventually self_mem_nhdsWithin).mono fun t ht => ?_
    have ht0 : (0 : ℝ) < t := ht.2
    have hq := ((posSemidef_iff_quad _).1 ht.1).2 c
    simp only [distanceKernel, Matrix.of_apply] at hq
    rw [h0, zero_add, sub_zero, smul_eq_mul]
    exact mul_nonneg (inv_nonneg.2 ht0.le) hq
  simp only [mul_neg, neg_mul, Finset.sum_neg_distrib] at hpos
  simp only [dotProduct, Matrix.mulVec, Finset.mul_sum, ← mul_assoc]
  linarith
```

## The equivalence and the role of symmetry

Positivity for every t > 0 implies positivity frequently near zero, so the two directions combine.

```lean
/-- For a real symmetric matrix `D`, the kernel `exp (-t D_ij)` is positive semidefinite for every
`t > 0` if and only if `cᵀ D c ≤ 0` for every real vector `c` summing to zero. -/
theorem distanceKernel_posSemidef_iff {D : Matrix n n ℝ} (hD : D.IsSymm) :
    (∀ t : ℝ, 0 < t → (distanceKernel t D).PosSemidef) ↔ IsConditionallyNegative D := by
  refine ⟨fun h => conditionallyNegative_of_frequently ?_,
    fun h t ht => posSemidef_distanceKernel hD h ht.le⟩
  have hev : ∀ᶠ t in 𝓝[>] (0 : ℝ), (distanceKernel t D).PosSemidef := by
    filter_upwards [self_mem_nhdsWithin] with t ht
    exact h t ht
  exact hev.frequently
```

Without symmetry, the sign condition does not give a nonnegative quadratic form. Take D with rows (0, 1) and (−1, 0). Then cᵀDc = 0 for every c, but at x = (1, −1) the quadratic form of the kernel is

2 − exp(−t) − exp(t) < 0 for every t > 0.

## Real powers of a positive similarity matrix

For a symmetric matrix G with positive entries, put D_ij = −log G_ij. Then G_ij^t = exp(−t D_ij), and the equivalence becomes a criterion for all positive real entrywise powers of G.

```lean
/-- For a symmetric matrix `G` with positive entries, all entrywise powers `G_ij ^ t` with real
`t > 0` are positive semidefinite if and only if the entrywise logarithm of `G` has a nonnegative
quadratic form on vectors summing to zero. -/
theorem entrywise_rpow_posSemidef_iff {G : Matrix n n ℝ} (hG : G.IsSymm)
    (hpos : ∀ i j, 0 < G i j) :
    (∀ t : ℝ, 0 < t → (Matrix.of fun i j => G i j ^ t).PosSemidef) ↔
      ∀ c : n → ℝ, ∑ i, c i = 0 → 0 ≤ c ⬝ᵥ (G.map Real.log) *ᵥ c := by
  have hD : (-(G.map Real.log)).IsSymm :=
    Matrix.IsSymm.ext fun i j => congrArg (fun g => -Real.log g) (hG.apply i j)
  have e : ∀ t : ℝ, (Matrix.of fun i j => G i j ^ t)
      = distanceKernel t (-(G.map Real.log)) := by
    intro t
    ext i j
    simp only [distanceKernel, Matrix.of_apply, Matrix.neg_apply, Matrix.map_apply]
    rw [Real.rpow_def_of_pos (hpos i j)]
    congr 1
    ring
  simp only [e]
  rw [distanceKernel_posSemidef_iff hD]
  simp only [IsConditionallyNegative, Matrix.neg_mulVec, dotProduct_neg, neg_nonpos]
```

## Three points where t = 1 gives the wrong verdict

Label the points 0, 1, 2 and take D_01 = D_12 = 1, D_02 = 5, with zero diagonal. With p = exp(−1) and q = exp(−5), the quadratic form at t = 1 is

p(x₀+x₁)² + p(x₁+x₂)² + q(x₀+x₂)² + (1−p−q)(x₀²+x₂²) + (1−2p)x₁².

Since q ≤ p ≤ 1/2, every coefficient is nonnegative; `nlinarith` receives these terms as hints. Yet c = (1, −2, 1) sums to zero and gives cᵀDc = 2. By the slope theorem, there is then an ε > 0 such that the kernel is not positive semidefinite for any t with 0 < t < ε. A covariance matrix that passes at one length scale can therefore fail at a longer one.

```lean
/-- Positivity at one `t` is not enough: for three points with dissimilarities 1, 1 and 5 the
kernel at `t = 1` is positive semidefinite, but `D` is not conditionally negative. -/
theorem single_t_not_sufficient :
    (distanceKernel 1 !![0, 1, 5; 1, 0, 1; 5, 1, 0]).PosSemidef ∧
      ¬ IsConditionallyNegative (!![0, 1, 5; 1, 0, 1; 5, 1, 0] : Matrix (Fin 3) (Fin 3) ℝ) := by
  constructor
  · rw [posSemidef_iff_quad]
    refine ⟨Matrix.IsSymm.ext fun i j => ?_, fun x => ?_⟩
    · fin_cases i <;> fin_cases j <;> simp [distanceKernel]
    have hp : Real.exp (-1) ≤ 1 / 2 := by
      have h1 : Real.exp (-1) * Real.exp 1 = 1 := by rw [← Real.exp_add]; simp
      nlinarith [Real.add_one_le_exp (1 : ℝ), Real.exp_pos (-1)]
    have hq : Real.exp (-5) ≤ Real.exp (-1) := Real.exp_le_exp.2 (by norm_num)
    simp [distanceKernel, Fin.sum_univ_three]
    -- the diagonal dominates, so the form is a sum of squares
    nlinarith [mul_nonneg (Real.exp_pos (-1)).le (sq_nonneg (x 0 + x 1)),
      mul_nonneg (Real.exp_pos (-1)).le (sq_nonneg (x 1 + x 2)),
      mul_nonneg (Real.exp_pos (-5)).le (sq_nonneg (x 0 + x 2)),
      mul_nonneg (show 0 ≤ 1 - Real.exp (-1) - Real.exp (-5) by linarith) (sq_nonneg (x 0)),
      mul_nonneg (show 0 ≤ 1 - Real.exp (-1) - Real.exp (-5) by linarith) (sq_nonneg (x 2)),
      mul_nonneg (show 0 ≤ 1 - 2 * Real.exp (-1) by linarith) (sq_nonneg (x 1))]
  · intro h
    have hsum : ∑ i, (![1, -2, 1] : Fin 3 → ℝ) i = 0 := by
      rw [Fin.sum_univ_three]
      change (1 : ℝ) + -2 + 1 = 0
      norm_num
    have h1 := h ![1, -2, 1] hsum
    simp only [dotProduct, Matrix.mulVec, Fin.sum_univ_three] at h1
    -- the quadratic form at `(1, -2, 1)` equals 2
    change (1 : ℝ) * (0 * 1 + 1 * -2 + 5 * 1) + -2 * (1 * 1 + 0 * -2 + 1 * 1)
      + 1 * (5 * 1 + 1 * -2 + 0 * 1) ≤ 0 at h1
    norm_num at h1

end DistanceKernels
```

```lean
#print axioms DistanceKernels.conditionallyNegative_of_frequently
#print axioms DistanceKernels.entrywise_rpow_posSemidef_iff
#print axioms DistanceKernels.single_t_not_sufficient
```

```
'DistanceKernels.conditionallyNegative_of_frequently' depends on axioms: [propext, Classical.choice, Quot.sound]
'DistanceKernels.entrywise_rpow_posSemidef_iff' depends on axioms: [propext, Classical.choice, Quot.sound]
'DistanceKernels.single_t_not_sufficient' depends on axioms: [propext, Classical.choice, Quot.sound]
```
